# A differentiable local phase leaves the quantum geometric tensor of a normalised state unchanged, but can change the overlap of its derivatives

## Two phase conventions give two speeds for the same spin

I want to know how fast a spin-1/2 state changes when its direction is rotated about the z axis. For polar angle χ and azimuth φ I write the state as u = (cos(χ/2), exp(iφ) sin(χ/2)), and the squared length of ∂u/∂φ comes out as sin²(χ/2). A colleague puts the phase on the upper component instead, u = (exp(−iφ) cos(χ/2), sin(χ/2)), and gets cos²(χ/2). These are the same physical states. I know that the quantum geometric tensor subtracts a term, and with it we both get sin²(χ)/4. Does that subtraction remove every dependence on the phase, even when the phase varies from point to point? And does the number that is left mean anything in terms of the lengths we started from?

## The subtraction removes the derivative's component along the state

A derivative of a state can be modelled in two ways: as a free vector that obeys a postulated transformation rule, or as the actual derivative of a family of states. The treatment here uses both. The algebra is done for arbitrary vectors x and y, and the product rule then shows that derivatives of a family transform in the way the algebra assumes. So the answer to your first question is yes, for a single normalised state and a phase that is differentiable along the directions in question.

Let u be a unit vector, and let x and y be its derivatives along two parameter directions. The inner product ⟨x,y⟩ is conjugate-linear in its first argument, and a bar denotes complex conjugation. The tensor is

Q(x,y) = ⟨x,y⟩ − ⟨x,u⟩⟨u,y⟩.

A local gauge change multiplies the state by exp(iθ), where the real phase θ depends on the parameters. Write c = exp(iθ) at the point of interest, and α and β for the derivatives of θ along the two directions. By the product rule,

u → c u,  x → c (x + iα u),  y → c (y + iβ u).

Two things have happened to the derivatives: each has gained a multiple of u, and everything has been multiplied by c. They can be treated separately.

For the first, add s u to x and t u to y, with any complex s and t. Since ⟨u,u⟩ = 1,

⟨x + s u, y + t u⟩ = ⟨x,y⟩ + t⟨x,u⟩ + s̄⟨u,y⟩ + s̄t,

⟨x + s u, u⟩⟨u, y + t u⟩ = (⟨x,u⟩ + s̄)(⟨u,y⟩ + t) = ⟨x,u⟩⟨u,y⟩ + t⟨x,u⟩ + s̄⟨u,y⟩ + s̄t.

The three extra terms are the same in both lines, so they cancel in the difference and Q is unchanged.

For the second, the common factor c turns ⟨x,y⟩ into c̄c⟨x,y⟩ and the product ⟨x,u⟩⟨u,y⟩ into (c̄c)²⟨x,u⟩⟨u,y⟩. Since c̄c = 1, Q is again unchanged. Setting s = iα and t = iβ gives the full gauge invariance.

The plain overlap has no second term to absorb the extra pieces. The same expansion gives its new value:

⟨x,y⟩ + iβ⟨x,u⟩ − iα⟨u,y⟩ + αβ.

For u = x = y and α = β = 1 this is 1 + i − i + 1 = 2, where the overlap was 1 before. That example is purely algebraic, because a family that stays normalised can't have u as its own derivative: differentiating ⟨u,u⟩ = 1 gives Re⟨u,x⟩ = 0. A constant state is an example that does stay normalised. There x = y = 0, and the overlap goes from 0 to αβ.

Your second question concerns the case x = y, α = β. Suppose Re⟨u,x⟩ = 0 and write ⟨u,x⟩ = im with m real. The new squared length is

‖x‖² + 2αm + α² = (‖x‖² − m²) + (α + m)² = Q(x,x) + (α + m)².

So Q(x,x) is the smallest squared length that any phase gradient α can give the derivative, and α = −m attains it. In your gauge m = sin²(χ/2). Your colleague's gauge is reached with α = −1, which adds cos⁴(χ/2) to the common value sin²(χ)/4 = sin²(χ/2)cos²(χ/2) and gives cos²(χ/2).

In the Lean file, `E` is the space of states, not an energy. It is any complex inner-product space, of finite or infinite dimension, and completeness isn't required. `V` is the real vector space of parameters, not a potential. The notation `⟪x, y⟫_ℂ` is ⟨x,y⟩ with the convention above, and `qgt u x y` is Q(x,y) with the state written explicitly. A family of states is a function `u : V → E`, and `regauge θ u` multiplies it by exp(iθ(k)) at each parameter point `k`. Where a textbook writes Q with two indices, `geometricTensor u k v w` has two directions `v` and `w`, and it uses the directional derivatives `lineDeriv ℝ u k v` and `lineDeriv ℝ u k w`.

`qgt_gauge_invariant` is the algebraic statement, for a unit vector `u`, a complex number `c` of modulus one, arbitrary `x` and `y`, and real `α` and `β`. `geometricTensor_regauge` is the statement for families: if the state is normalised at `k`, and both the family and `θ` are differentiable there along `v` and `w`, the tensor is the same before and after the gauge change. Normalisation at neighbouring points isn't assumed. Differentiability is, and Lean's `lineDeriv` returns zero where no derivative exists, so only with this hypothesis does the definition have its physical meaning.

`inner_gauge` gives the new value of the plain overlap, and `inner_not_gauge_invariant` records the step from 1 to 2. In `norm_sq_gauge` and `qgt_isLeast_norm_sq` the condition `(⟪u, x⟫_ℂ).re = 0` is a hypothesis. It stands for conservation of the norm along the chosen direction. The minimum is taken at one point, along one direction, over all real `α`.

```lean
import Mathlib

open scoped InnerProductSpace ComplexConjugate

namespace QuantumGeometricTensorGauge

noncomputable section

variable {E : Type*} [NormedAddCommGroup E] [InnerProductSpace ℂ E]
variable {V : Type*} [AddCommGroup V] [Module ℝ V]

/-- The quantum geometric tensor `⟨x,y⟩ - ⟨x,u⟩⟨u,y⟩` of a normalised state `u` with derivatives `x`
and `y` along two parameter directions. -/
def qgt (u x y : E) : ℂ := ⟪x, y⟫_ℂ - ⟪x, u⟫_ℂ * ⟪u, y⟫_ℂ

/-- A local gauge change: the state at parameter `k` is multiplied by `exp (i θ(k))`. -/
def regauge (θ : V → ℝ) (u : V → E) : V → E :=
  fun k => Complex.exp (Complex.I * (θ k : ℂ)) • u k

/-- The quantum geometric tensor of a family of states at `k` along the directions `v` and `w`, for
families that are normalised at `k` and differentiable there along both. -/
def geometricTensor (u : V → E) (k v w : V) : ℂ :=
  qgt (u k) (lineDeriv ℝ u k v) (lineDeriv ℝ u k w)

lemma inner_self_of_unit {u : E} (hu : ‖u‖ = 1) : ⟪u, u⟫_ℂ = 1 := by
  rw [inner_self_eq_norm_sq_to_K, hu]
  simp

lemma conj_mul_of_unit {c : ℂ} (hc : ‖c‖ = 1) : conj c * c = 1 := by
  rw [mul_comm, Complex.mul_conj, Complex.normSq_eq_norm_sq, hc]
  simp

/-- For a unit state `u`, adding multiples of `u` to the derivatives leaves the quantum
geometric tensor unchanged. -/
theorem qgt_add_smul {u : E} (hu : ‖u‖ = 1) (x y : E) (s t : ℂ) :
    qgt u (x + s • u) (y + t • u) = qgt u x y := by
  simp only [qgt, inner_add_left, inner_add_right, inner_smul_left, inner_smul_right,
    inner_self_of_unit hu]
  ring

/-- Multiplying the state and its derivatives by a common phase leaves the quantum geometric
tensor unchanged. -/
theorem qgt_phase {c : ℂ} (hc : ‖c‖ = 1) (u x y : E) :
    qgt (c • u) (c • x) (c • y) = qgt u x y := by
  simp only [qgt, inner_smul_left, inner_smul_right]
  linear_combination
    (⟪x, y⟫_ℂ - ⟪x, u⟫_ℂ * ⟪u, y⟫_ℂ * (conj c * c + 1)) * conj_mul_of_unit hc

/-- Gauge invariance at a point: for a unit state `u` and a phase `c`, the quantum geometric
tensor is unchanged when `u` becomes `c u` and the derivatives `x`, `y` become
`c (x + i α u)`, `c (y + i β u)` with real `α`, `β`. -/
theorem qgt_gauge_invariant {u : E} {c : ℂ} (hu : ‖u‖ = 1) (hc : ‖c‖ = 1)
    (x y : E) (α β : ℝ) :
    qgt (c • u) (c • (x + (Complex.I * α) • u)) (c • (y + (Complex.I * β) • u))
      = qgt u x y := by
  rw [qgt_phase hc, qgt_add_smul hu]

/-- The derivative of a regauged family: if `u` and `θ` have derivatives `d` and `θ'` at `k`
along `v`, then `exp (i θ) u` has derivative `exp (i θ) (d + i θ' u)` there. -/
theorem hasLineDerivAt_regauge {θ : V → ℝ} {u : V → E} {k v : V} {θ' : ℝ} {d : E}
    (hθ : HasLineDerivAt ℝ θ θ' k v) (hu : HasLineDerivAt ℝ u d k v) :
    HasLineDerivAt ℝ (regauge θ u)
      (Complex.exp (Complex.I * (θ k : ℂ)) • (d + (Complex.I * θ') • u k)) k v := by
  have h1 : HasDerivAt (fun t : ℝ => θ (k + t • v)) θ' 0 := hθ
  have h2 : HasDerivAt (fun t : ℝ => u (k + t • v)) d 0 := hu
  -- differentiate the phase factor, then apply the product rule
  have h3 := (h1.ofReal_comp.const_mul Complex.I).cexp
  have h4 := h3.smul h2
  have h5 : HasDerivAt
      (fun t : ℝ => Complex.exp (Complex.I * (θ (k + t • v) : ℂ)) • u (k + t • v))
      (Complex.exp (Complex.I * (θ k : ℂ)) • (d + (Complex.I * θ') • u k)) 0 :=
    h4.congr_deriv (by simp only [zero_smul, add_zero, smul_add, smul_smul])
  exact h5

/-- Local gauge invariance: for a family of states that is normalised at `k`, the quantum
geometric tensor at `k` is unchanged by the phase factor `exp (i θ)`, provided the family and
`θ` are differentiable at `k` along the two directions. -/
theorem geometricTensor_regauge {θ : V → ℝ} {u : V → E} {k v w : V} (hu : ‖u k‖ = 1)
    (huv : LineDifferentiableAt ℝ u k v) (huw : LineDifferentiableAt ℝ u k w)
    (hθv : LineDifferentiableAt ℝ θ k v) (hθw : LineDifferentiableAt ℝ θ k w) :
    geometricTensor (regauge θ u) k v w = geometricTensor u k v w := by
  have hc : ‖Complex.exp (Complex.I * (θ k : ℂ))‖ = 1 := by
    rw [mul_comm, Complex.norm_exp_ofReal_mul_I]
  have hv := (hasLineDerivAt_regauge hθv.hasLineDerivAt huv.hasLineDerivAt).lineDeriv
  have hw := (hasLineDerivAt_regauge hθw.hasLineDerivAt huw.hasLineDerivAt).lineDeriv
  unfold geometricTensor
  rw [hv, hw]
  exact qgt_gauge_invariant hu hc _ _ _ _

/-- The change of the plain overlap `⟨x,y⟩` of two derivatives under a gauge change, for a
unit state `u` and a phase `c`. -/
theorem inner_gauge {u : E} {c : ℂ} (hu : ‖u‖ = 1) (hc : ‖c‖ = 1) (x y : E) (α β : ℝ) :
    ⟪c • (x + (Complex.I * α) • u), c • (y + (Complex.I * β) • u)⟫_ℂ
      = ⟪x, y⟫_ℂ + Complex.I * β * ⟪x, u⟫_ℂ - Complex.I * α * ⟪u, y⟫_ℂ + α * β := by
  simp only [inner_add_left, inner_add_right, inner_smul_left, inner_smul_right, map_mul,
    Complex.conj_I, Complex.conj_ofReal, inner_self_of_unit hu]
  linear_combination
    (⟪x, y⟫_ℂ + Complex.I * β * ⟪x, u⟫_ℂ - Complex.I * α * ⟪u, y⟫_ℂ
      - Complex.I ^ 2 * α * β) * conj_mul_of_unit hc - (α * β : ℂ) * Complex.I_sq

/-- The plain overlap is not gauge invariant: when both derivatives equal the unit state `u`,
it is 1 before and 2 after a gauge change with phase `c` and unit phase gradient. -/
theorem inner_not_gauge_invariant {u : E} {c : ℂ} (hu : ‖u‖ = 1) (hc : ‖c‖ = 1) :
    ⟪u, u⟫_ℂ = 1 ∧
    ⟪c • (u + (Complex.I * (1 : ℝ)) • u), c • (u + (Complex.I * (1 : ℝ)) • u)⟫_ℂ = 2 := by
  refine ⟨inner_self_of_unit hu, ?_⟩
  rw [inner_gauge hu hc u u 1 1, inner_self_of_unit hu]
  push_cast
  ring

/-- For a unit state `u`, a phase `c` and a derivative `x` with `Re ⟨u,x⟩ = 0`, the squared
length of the regauged derivative is the diagonal quantum geometric tensor plus the square
of `α + Im ⟨u,x⟩`. -/
theorem norm_sq_gauge {u x : E} {c : ℂ} (hu : ‖u‖ = 1) (hc : ‖c‖ = 1)
    (hx : (⟪u, x⟫_ℂ).re = 0) (α : ℝ) :
    ‖c • (x + (Complex.I * α) • u)‖ ^ 2
      = (qgt u x x).re + (α + (⟪u, x⟫_ℂ).im) ^ 2 := by
  have h := congrArg Complex.re (inner_gauge hu hc x x α α)
  have hs : ⟪x, u⟫_ℂ = conj ⟪u, x⟫_ℂ := (inner_conj_symm x u).symm
  have hn : ‖c • (x + (Complex.I * α) • u)‖ ^ 2
      = (⟪c • (x + (Complex.I * α) • u), c • (x + (Complex.I * α) • u)⟫_ℂ).re :=
    (inner_self_eq_norm_sq (𝕜 := ℂ) _).symm
  rw [hn, h, qgt, hs]
  simp only [Complex.add_re, Complex.sub_re, Complex.mul_re, Complex.mul_im, Complex.I_re,
    Complex.I_im, Complex.ofReal_re, Complex.ofReal_im, Complex.conj_re, Complex.conj_im, hx]
  ring

/-- For a unit state `u`, a phase `c` and a derivative `x` with `Re ⟨u,x⟩ = 0`, the real part
of the diagonal quantum geometric tensor is the least squared length that the derivative
takes over all real phase gradients `α`. -/
theorem qgt_isLeast_norm_sq {u x : E} {c : ℂ} (hu : ‖u‖ = 1) (hc : ‖c‖ = 1)
    (hx : (⟪u, x⟫_ℂ).re = 0) :
    IsLeast (Set.range fun α : ℝ => ‖c • (x + (Complex.I * α) • u)‖ ^ 2)
      (qgt u x x).re := by
  constructor
  · -- the minimising gauge cancels the component of the derivative along the state
    exact ⟨-(⟪u, x⟫_ℂ).im, (norm_sq_gauge hu hc hx _).trans (by ring)⟩
  · rintro _ ⟨α, rfl⟩
    exact (le_add_of_nonneg_right (sq_nonneg _)).trans_eq (norm_sq_gauge hu hc hx α).symm

end

end QuantumGeometricTensorGauge
```

```lean
#print axioms QuantumGeometricTensorGauge.geometricTensor_regauge
#print axioms QuantumGeometricTensorGauge.inner_not_gauge_invariant
#print axioms QuantumGeometricTensorGauge.qgt_isLeast_norm_sq
```

```
'QuantumGeometricTensorGauge.geometricTensor_regauge' depends on axioms: [propext, Classical.choice, Quot.sound]
'QuantumGeometricTensorGauge.inner_not_gauge_invariant' depends on axioms: [propext, Classical.choice, Quot.sound]
'QuantumGeometricTensorGauge.qgt_isLeast_norm_sq' depends on axioms: [propext, Classical.choice, Quot.sound]
```

The cancellation of the three extra terms is `qgt_add_smul`. Its `simp only` call expands the inner products and replaces ⟨u,u⟩ by 1, and `ring` then finds that the two sides agree. The common phase is dealt with in `qgt_phase`. With p = c̄c, the difference between the new and the old tensor factors as

(p − 1)(⟨x,y⟩ − ⟨x,u⟩⟨u,y⟩(p + 1)),

and `linear_combination` is given the second factor as the coefficient of the identity p = 1. `qgt_gauge_invariant` applies these two results one after the other.

`hasLineDerivAt_regauge` supplies the transformation rule. It restricts the family and the phase to the line k + t v, where t is a real variable, and so turns the directional derivative into an ordinary derivative at t = 0. The chain rule differentiates exp(iθ), the step `h3.smul h2` is the product rule, and `congr_deriv` brings the result into the form c(d + iθ′u), where d and θ′ are the derivatives of the state and the phase. `geometricTensor_regauge` uses this rule along both directions and finishes with the algebraic theorem.

The proof of `inner_gauge` is the expansion of the plain overlap, with c̄c = 1 and i² = −1 supplied as the two identities needed. Setting both derivatives equal to `u` and both phase gradients to 1 then gives the value 2. `norm_sq_gauge` takes the real part of the same formula for equal derivatives, uses that ⟨x,u⟩ is the conjugate of ⟨u,x⟩, and completes the square. For the minimum, `qgt_isLeast_norm_sq` first exhibits α = −Im⟨u,x⟩, at which the square vanishes, and then uses that a square is never negative.

In band theory u is the cell-periodic part of a Bloch function, and the result applies to one isolated band at a time. There the real part of the tensor is the quantum metric and the imaginary part is, up to a convention-dependent factor, the Berry curvature; for a group of bands that mix, the gauge change is a unitary matrix and a different projection is needed. The theorem takes the differentiable family as given. If the Hamiltonian H(k) is a finite Hermitian matrix that depends smoothly on k, such a family of normalised eigenvectors exists near every point where the eigenvalue is non-degenerate. A calculation doesn't have to construct it, as the formula for Q below shows.

In an actual calculation on a finite basis that doesn't depend on the parameters, the derivative of a non-degenerate eigenvector u with energy ε often comes from first-order perturbation theory. Let u_n be the other orthonormal eigenvectors, with energies ε_n, and let H_v be the derivative of H along v. Then

x = Σ_n u_n ⟨u_n, H_v u⟩ / (ε − ε_n).

This x has no component along u, so the phase gradient is already the minimising one and the subtracted term is zero. With y built in the same way from H_w, the derivative of H along w, the tensor is

Q(x,y) = Σ_n ⟨u, H_v u_n⟩⟨u_n, H_w u⟩ / (ε − ε_n)².

Every eigenvector appears once on the left and once on the right of an inner product, so the arbitrary phases returned by a diagonalisation routine cancel term by term. If the eigenvector is instead differentiated with its phase fixed by a rule, such as keeping its first component real, x generally does have a component along u, and the subtraction has to be carried out. Your spin calculation is of this second kind. The perturbation formula is standard theory and isn't proved in the Lean file.

The smallest case is a one-dimensional space of states. Every derivative is then a multiple of u, and Q is zero for all x and y. A normalised family has the form exp(if(k)) times a fixed unit vector, with f real, and if f is differentiable the squared length of its derivative along a direction is the square of the derivative of f. A gauge change can give that length any non-negative value, including zero. Here the length of the derivative consists of nothing but the choice of phase, and the tensor correctly reports that the physical state doesn't change.
